# Two Morse curves can share every bound level except the lowest of the deeper one

## Would a wrong vibrational numbering show up in a Morse fit?

I write the Morse curve in reduced units as $V_s(x)=e^{-2x}-(2s+1)e^{-x}$. Here $x=a(r-r_e)-\ln(s+\tfrac12)$, where $r$ is the bond length, $r_e$ its equilibrium value and $a$ the range parameter; the constant shift does not affect the levels. Energies are in units of $\hbar^2a^2/2\mu$ with $\mu$ the reduced mass, and zero is the dissociation limit. The well depth is then $(s+\tfrac12)^2$.

I have a list of vibrational energies measured from dissociation, and I am not sure whether the lowest one I see has vibrational number 0 or 1. I expected the wrong choice to spoil the fit. Instead, moving every label by one and refitting the depth gave an equally good Morse curve with the same $a$. Is that a coincidence of my data?

## The level energies alone do not fix the numbering

Let $W(x)=s-e^{-x}$, so $W'=e^{-x}$. A solution at energy $E$ satisfies $u''=(V_s-E)u$. A bound state is a nonzero solution for which $u$ and $u'$ tend to zero at both ends, even after multiplication by $e^{-kx}$ for any $k=0,1,2,\dots$ The vibrational number of $E$ is the number of bound levels below $E$.

It is no coincidence. For $s>1/2$, the bound levels of $V_{s-1}$ are exactly those of $V_s$ without the lowest, $-s^2$. In this one-dimensional, rotationless model, a vibrational assignment that misses the lowest level therefore still describes a Morse curve exactly, only a shallower one.

**Stepping between the curves.** Expanding the squares gives
$$W^2-W'=V_s+s^2,\qquad W^2+W'=V_{s-1}+s^2.$$
Put $w=u'+Wu$. Replacing $u''$ by $(V_s-E)u$ and $u'$ by $w-Wu$,
$$w'=(V_s-E+W'-W^2)u+Ww=Ww-(E+s^2)u.$$
Differentiating once more,
$$w''=W'w+W\big(Ww-(E+s^2)u\big)-(E+s^2)(w-Wu)=(W'+W^2-E-s^2)w=(V_{s-1}-E)w.$$
So $w$ solves the $V_{s-1}$ equation at the same energy, and the formula for $w'$ also reads $-w'+Ww=(E+s^2)u$.

In the other direction, start from a solution $w$ for $V_{s-1}$ and put $v=-w'+Ww$. The same algebra gives $v'=(E+s^2)w-Wv$ and $v''=(V_s-E)v$, so $v'+Wv=(E+s^2)w$.

**What the step down destroys.** Let $g=e^{-sx-e^{-x}}$, for which $g'=-Wg$. If $w=0$, then $u'=-Wu$, so $(u/g)'=0$ and $u=cg$. Conversely, every multiple of $g$ gives $w=0$.

**The lowest level.** For a bound state $u$ of $V_s$,
$$(wu)'=w^2-(E+s^2)u^2.$$
If $E<-s^2$, then $wu$ is nondecreasing and vanishes at both ends. It is therefore zero everywhere, so its derivative is zero too, which forces $u=0$. Hence $E\ge -s^2$. For $s>0$ the function $g$ decays and solves the equation at $E=-s^2$, so the bound is attained.

**Comparing the level sets.** Applied to $V_{s-1}$, the bound gives $E+s^2\ge s^2-(s-1)^2=2s-1>0$. So $-s^2$ is not a level of $V_{s-1}$, and stepping up cannot give zero, because stepping back returns $(E+s^2)w$. Likewise, stepping down keeps every bound state of $V_s$ with $E\ne-s^2$ nonzero. Decay survives because $w$, $w'$, $v$ and $v'$ are combinations of decaying functions with coefficients of the form $b+ce^{-x}$. Below a shared level, $V_s$ thus has one more level than $V_{s-1}$, namely $-s^2$.

**The statements in Lean.** `morse s` is $V_s$, and `IsSolution s E u` is the differential equation for a real function on the whole line, including unphysical negative bond lengths. `stepDown` and `stepUp` are the two maps above, and `ground` is $g$, without normalisation. `Decays` is the decay condition; its filter `atBot ⊔ atTop` means both ends at once.

- `stepDown_solves` and `stepDown_eq_zero_iff` give the equation solved by $w$ and the kernel of the step down, for every real $s$.
- `isLeast_levels` says that $-s^2$ is the lowest level when $s>0$.
- `levels_pred` is the equality of level sets for $s>1/2$, the range in which $V_{s-1}$ has a well.
- `vibNumber_shift` says that each level of $V_{s-1}$ has a vibrational number larger by one on $V_s$. For $s>1$ there is such a level, $-(s-1)^2$.

`vibNumber` takes values in `ℕ∞`, which allows an infinite count. The file leaves unproved that the count is finite and that `Decays` selects the same states as square integrability.

```lean
import Mathlib

open Filter Topology
open Real (exp)

namespace MorseMisnumbering

noncomputable section

/-- The Morse curve `exp(-2x) - (2s+1) exp(-x)` in reduced units. -/
def morse (s x : ℝ) : ℝ := exp (-x) ^ 2 - (2 * s + 1) * exp (-x)

/-- `u` solves the Schrödinger equation `-u'' + V_s u = E u` on the whole line. -/
def IsSolution (s E : ℝ) (u : ℝ → ℝ) : Prop :=
  Differentiable ℝ u ∧ ∀ x, HasDerivAt (deriv u) ((morse s x - E) * u x) x

/-- The step from the curve `s` to the curve `s - 1`: `u' + (s - exp(-x)) u`. -/
def stepDown (s : ℝ) (u : ℝ → ℝ) (x : ℝ) : ℝ := deriv u x + (s - exp (-x)) * u x

/-- The step from the curve `s - 1` to the curve `s`: `-w' + (s - exp(-x)) w`. -/
def stepUp (s : ℝ) (w : ℝ → ℝ) (x : ℝ) : ℝ := -deriv w x + (s - exp (-x)) * w x

/-- The function `exp(-s x - exp(-x))`. -/
def ground (s x : ℝ) : ℝ := exp (-(s * x + exp (-x)))

/-- `f` tends to zero at both ends of the line, even after multiplication by any
natural power of `exp(-x)`. -/
def Decays (f : ℝ → ℝ) : Prop :=
  ∀ k : ℕ, Tendsto (fun x => exp (-x) ^ k * f x) (atBot ⊔ atTop) (𝓝 0)

/-- A bound state: a nonzero solution that decays together with its slope. -/
def IsBoundState (s E : ℝ) (u : ℝ → ℝ) : Prop :=
  IsSolution s E u ∧ u ≠ 0 ∧ Decays u ∧ Decays (deriv u)

/-- The set of bound-state energies of the Morse curve `s`. -/
def levels (s : ℝ) : Set ℝ := {E | ∃ u, IsBoundState s E u}

/-- The vibrational number of the energy `E`: how many levels of the curve `s` lie below it. -/
def vibNumber (s E : ℝ) : ℕ∞ := {F | F ∈ levels s ∧ F < E}.encard

/-- The superpotential `s - exp(-x)` has slope `exp(-x)`. -/
theorem hasDerivAt_super (s x : ℝ) :
    HasDerivAt (fun y => s - exp (-y)) (exp (-x)) x :=
  ((hasDerivAt_neg x).exp.const_sub s).congr_deriv (by ring)

/-- The logarithmic slope of `exp(-s x - exp(-x))` is minus the superpotential. -/
theorem hasDerivAt_ground (s x : ℝ) :
    HasDerivAt (ground s) (-(s - exp (-x)) * ground s x) x := by
  have h : HasDerivAt (fun y => s * y + exp (-y)) (s - exp (-x)) x :=
    (((hasDerivAt_id x).const_mul s).fun_add (hasDerivAt_neg x).exp).congr_deriv (by ring)
  exact h.fun_neg.exp.congr_deriv (by simp only [ground]; ring)

/-- Decay survives linear combination and multiplication by `b + c exp(-x)`. -/
theorem Decays.comb {f g h : ℝ → ℝ} (hf : Decays f) (hg : Decays g) (a b c : ℝ)
    (hh : ∀ x, h x = a * f x + (b + c * exp (-x)) * g x) : Decays h := by
  intro k
  have H := ((hf k).const_mul a).add (((hg k).const_mul b).add ((hg (k + 1)).const_mul c))
  simp only [mul_zero, add_zero] at H
  exact H.congr (fun x => by rw [hh x]; ring)

/-- Stepping down turns a solution for the curve `s` into one for the curve `s - 1` at the
same energy, and stepping back up returns the original times `E + s²`. -/
theorem stepDown_solves {s E : ℝ} {u : ℝ → ℝ} (hu : IsSolution s E u) :
    IsSolution (s - 1) E (stepDown s u) ∧
      ∀ x, stepUp s (stepDown s u) x = (E + s ^ 2) * u x := by
  have h : ∀ x, HasDerivAt (stepDown s u)
      ((s - exp (-x)) * stepDown s u x - (E + s ^ 2) * u x) x := fun x =>
    ((hu.2 x).fun_add ((hasDerivAt_super s x).fun_mul (hu.1 x).hasDerivAt)).congr_deriv
      (by simp only [stepDown, morse]; ring)
  refine ⟨⟨fun x => (h x).differentiableAt, fun x => ?_⟩, fun x => ?_⟩
  · rw [funext fun y => (h y).deriv]
    exact (((hasDerivAt_super s x).fun_mul (h x)).fun_sub
      ((hu.1 x).hasDerivAt.const_mul (E + s ^ 2))).congr_deriv
      (by simp only [stepDown, morse]; ring)
  · rw [stepUp, (h x).deriv]; ring

/-- Stepping up turns a solution for the curve `s - 1` into one for the curve `s` at the
same energy, and stepping back down returns the original times `E + s²`. -/
theorem stepUp_solves {s E : ℝ} {w : ℝ → ℝ} (hw : IsSolution (s - 1) E w) :
    IsSolution s E (stepUp s w) ∧
      ∀ x, stepDown s (stepUp s w) x = (E + s ^ 2) * w x := by
  have h : ∀ x, HasDerivAt (stepUp s w)
      ((E + s ^ 2) * w x - (s - exp (-x)) * stepUp s w x) x := fun x =>
    ((hw.2 x).fun_neg.fun_add
      ((hasDerivAt_super s x).fun_mul (hw.1 x).hasDerivAt)).congr_deriv
      (by simp only [stepUp, morse]; ring)
  refine ⟨⟨fun x => (h x).differentiableAt, fun x => ?_⟩, fun x => ?_⟩
  · rw [funext fun y => (h y).deriv]
    exact (((hw.1 x).hasDerivAt.const_mul (E + s ^ 2)).fun_sub
      ((hasDerivAt_super s x).fun_mul (h x))).congr_deriv
      (by simp only [stepUp, morse]; ring)
  · rw [stepDown, (h x).deriv]; ring

/-- The step down annihilates a differentiable function exactly when that function is a
multiple of `exp(-s x - exp(-x))`. -/
theorem stepDown_eq_zero_iff {s : ℝ} {u : ℝ → ℝ} (hu : Differentiable ℝ u) :
    stepDown s u = 0 ↔ ∃ c : ℝ, u = fun x => c * ground s x := by
  have hg : ∀ x, ground s x ≠ 0 := fun x => (Real.exp_pos _).ne'
  constructor
  · intro h
    -- the ratio of `u` to the ground function has zero slope
    have hq : ∀ x, HasDerivAt (fun y => u y / ground s y) 0 x := fun x => by
      have hx : deriv u x + (s - exp (-x)) * u x = 0 := congrFun h x
      have hn : deriv u x * ground s x - u x * (-(s - exp (-x)) * ground s x) = 0 := by
        linear_combination ground s x * hx
      exact ((hu x).hasDerivAt.fun_div (hasDerivAt_ground s x) (hg x)).congr_deriv
        (by rw [hn, zero_div])
    refine ⟨u 0 / ground s 0, funext fun x => ?_⟩
    have hc : u x / ground s x = u 0 / ground s 0 :=
      is_const_of_deriv_eq_zero (fun y => (hq y).differentiableAt) (fun y => (hq y).deriv) x 0
    rw [← hc, div_mul_cancel₀ _ (hg x)]
  · rintro ⟨c, rfl⟩
    funext x
    have hd := ((hasDerivAt_ground s x).const_mul c).deriv
    simp only [stepDown, hd, Pi.zero_apply]
    ring

/-- No bound level of the Morse curve `s` lies below `-s²`. -/
theorem neg_sq_le_level {s E : ℝ} (hE : E ∈ levels s) : -s ^ 2 ≤ E := by
  obtain ⟨u, hu, hu0, hd, hd'⟩ := hE
  by_contra hlt
  have hK : 0 < -(E + s ^ 2) := by linarith [not_le.mp hlt]
  have hw : Decays (stepDown s u) :=
    hd'.comb hd 1 s (-1) (fun x => by simp only [stepDown]; ring)
  -- the product of `u` and its step down is monotone and vanishes at both ends
  have hf : ∀ x, HasDerivAt (fun y => stepDown s u y * u y)
      (stepDown s u x ^ 2 + -(E + s ^ 2) * u x ^ 2) x := fun x => by
    have h2 := (stepDown_solves hu).2 x
    rw [stepUp] at h2
    have hu' : deriv u x = stepDown s u x - (s - exp (-x)) * u x := by
      rw [stepDown]; ring
    refine (((stepDown_solves hu).1.1 x).hasDerivAt.fun_mul
      (hu.1 x).hasDerivAt).congr_deriv ?_
    rw [hu']
    linear_combination (-u x) * h2
  have hmono : Monotone (fun y => stepDown s u y * u y) :=
    monotone_of_deriv_nonneg (fun x => (hf x).differentiableAt)
      (fun x => by rw [(hf x).deriv]; positivity)
  have hlim := (hw 0).mul (hd 0)
  simp only [pow_zero, one_mul, mul_zero] at hlim
  have hzero : (fun y => stepDown s u y * u y) = fun _ => (0 : ℝ) := funext fun x =>
    le_antisymm (hmono.ge_of_tendsto (hlim.mono_left le_sup_right) x)
      (hmono.le_of_tendsto (hlim.mono_left le_sup_left) x)
  refine hu0 (funext fun x => ?_)
  have h1 := hf x
  rw [hzero] at h1
  have h2 := h1.unique (hasDerivAt_const x (0 : ℝ))
  have h3 : -(E + s ^ 2) * u x ^ 2 = 0 :=
    le_antisymm (by linarith [sq_nonneg (stepDown s u x)]) (by positivity)
  exact pow_eq_zero_iff two_ne_zero |>.mp ((mul_eq_zero.mp h3).resolve_left hK.ne')

/-- For `s > 0` the lowest bound level of the Morse curve `s` is `-s²`. -/
theorem isLeast_levels {s : ℝ} (hs : 0 < s) : IsLeast (levels s) (-s ^ 2) := by
  have hdec : Decays (ground s) := by
    intro k
    have heq : ∀ x, exp (-x) ^ k * ground s x = exp (-((k + s) * x) - exp (-x)) := fun x => by
      rw [ground, ← Real.exp_nat_mul, ← Real.exp_add]; congr 1; ring
    have hk : 0 < (k : ℝ) + s := by positivity
    refine Tendsto.sup ?_ ?_
    · -- at the repulsive wall the double exponential wins
      have hy : Tendsto (fun x : ℝ => exp (-x)) atBot atTop :=
        Real.tendsto_exp_atTop.comp tendsto_neg_atBot_atTop
      refine ((tendsto_rpow_mul_exp_neg_mul_atTop_nhds_zero
        ((k : ℝ) + s) 1 one_pos).comp hy).congr (fun x => ?_)
      rw [heq]
      show exp (-x) ^ ((k : ℝ) + s) * exp (-1 * exp (-x)) = _
      rw [← Real.exp_mul, ← Real.exp_add]; congr 1; ring
    · refine squeeze_zero (fun x => by rw [heq]; positivity)
        (fun x => ?_) (Real.tendsto_exp_neg_atTop_nhds_zero.comp
          (tendsto_id.const_mul_atTop hk))
      rw [heq]
      exact Real.exp_le_exp.mpr (sub_le_self _ (Real.exp_pos _).le)
  refine ⟨⟨ground s, ⟨fun x => (hasDerivAt_ground s x).differentiableAt, fun x => ?_⟩,
    fun h => (Real.exp_pos _).ne' (congrFun h 0), hdec,
    hdec.comb hdec 0 (-s) 1 fun x => ?_⟩, fun E hE => neg_sq_le_level hE⟩
  · rw [funext fun y => (hasDerivAt_ground s y).deriv]
    exact ((hasDerivAt_super s x).fun_neg.fun_mul (hasDerivAt_ground s x)).congr_deriv
      (by simp only [morse]; ring)
  · rw [(hasDerivAt_ground s x).deriv]; ring

/-- For `s > 1/2` the bound levels of the Morse curve `s - 1` are those of the curve `s`
with the level `-s²` removed. -/
theorem levels_pred {s : ℝ} (hs : 1 / 2 < s) : levels (s - 1) = levels s \ {-s ^ 2} := by
  ext E
  constructor
  · rintro ⟨w, hw, hw0, hd, hd'⟩
    have hE : -(s - 1) ^ 2 ≤ E := neg_sq_le_level ⟨w, hw, hw0, hd, hd'⟩
    have hpos : 0 < E + s ^ 2 := by nlinarith
    have hg : Decays (stepUp s w) :=
      hd'.comb hd (-1) s (-1) (fun x => by simp only [stepUp]; ring)
    have hback := (stepUp_solves hw).2
    refine ⟨⟨stepUp s w, (stepUp_solves hw).1, fun h0 => hw0 (funext fun x => ?_), hg,
      hd.comb hg (E + s ^ 2) (-s) 1 fun x => ?_⟩, fun h => ?_⟩
    · have h1 := hback x
      have h2 : stepDown s (0 : ℝ → ℝ) = 0 :=
        (stepDown_eq_zero_iff (differentiable_const (0 : ℝ))).mpr
          ⟨0, funext fun y => by simp⟩
      rw [h0, h2] at h1
      exact (mul_eq_zero.mp h1.symm).resolve_left hpos.ne'
    · have h1 := hback x
      rw [stepDown] at h1
      linear_combination h1
    · have h1 : E = -s ^ 2 := h
      linarith
  · rintro ⟨⟨u, hu, hu0, hd, hd'⟩, hne⟩
    have hK : E + s ^ 2 ≠ 0 := fun h => hne (show E = -s ^ 2 by linarith)
    have hw : Decays (stepDown s u) :=
      hd'.comb hd 1 s (-1) (fun x => by simp only [stepDown]; ring)
    have hback := (stepDown_solves hu).2
    refine ⟨stepDown s u, (stepDown_solves hu).1, fun h0 => hu0 (funext fun x => ?_), hw,
      hd.comb hw (-(E + s ^ 2)) s (-1) fun x => ?_⟩
    · have h1 := hback x
      have h2 : stepUp s (0 : ℝ → ℝ) x = 0 := by
        have h3 : deriv (0 : ℝ → ℝ) x = 0 := (hasDerivAt_const x (0 : ℝ)).deriv
        rw [stepUp, h3]; simp
      rw [h0, h2] at h1
      exact (mul_eq_zero.mp h1.symm).resolve_left hK
    · have h1 := hback x
      rw [stepUp] at h1
      linear_combination -h1

/-- For `s > 1/2`, every bound level of the Morse curve `s - 1` carries on the curve `s` a
vibrational number larger by one. -/
theorem vibNumber_shift {s E : ℝ} (hs : 1 / 2 < s) (hE : E ∈ levels (s - 1)) :
    vibNumber s E = vibNumber (s - 1) E + 1 := by
  have hlow := neg_sq_le_level hE
  have hlt : -s ^ 2 < E := by nlinarith
  have hmem : -s ^ 2 ∈ levels s := (isLeast_levels (by linarith)).1
  have hset : {F | F ∈ levels s ∧ F < E} =
      insert (-s ^ 2) {F | F ∈ levels (s - 1) ∧ F < E} := by
    ext F
    show (F ∈ levels s ∧ F < E) ↔ (F = -s ^ 2 ∨ (F ∈ levels (s - 1) ∧ F < E))
    rw [levels_pred hs]
    constructor
    · rintro ⟨h1, h2⟩
      by_cases h : F = -s ^ 2
      · exact Or.inl h
      · exact Or.inr ⟨⟨h1, h⟩, h2⟩
    · rintro (h | ⟨⟨h1, _⟩, h2⟩)
      · rw [h]; exact ⟨hmem, hlt⟩
      · exact ⟨h1, h2⟩
  have hnot : -s ^ 2 ∉ {F | F ∈ levels (s - 1) ∧ F < E} := by
    rintro ⟨h, _⟩
    rw [levels_pred hs] at h
    exact h.2 rfl
  rw [vibNumber, vibNumber, hset, Set.encard_insert_of_notMem hnot]

end

end MorseMisnumbering
```

```lean
#print axioms MorseMisnumbering.isLeast_levels
#print axioms MorseMisnumbering.vibNumber_shift
```

```
'MorseMisnumbering.isLeast_levels' depends on axioms: [propext, Classical.choice, Quot.sound]
'MorseMisnumbering.vibNumber_shift' depends on axioms: [propext, Classical.choice, Quot.sound]
```

**How the code carries out the argument.** `hasDerivAt_super` and `hasDerivAt_ground` supply $W'$ and $g'$. In `stepDown_solves` and `stepUp_solves`, the derivative rules produce a raw expression, and `ring` matches it to the first-order formulas for $w'$ and $v'$, then to the second-order equations. `stepDown_eq_zero_iff` differentiates $u/g$ and uses that a function with zero derivative is constant.

`Decays.comb` is the rule for combinations with coefficients $b+ce^{-x}$; the extra factor $e^{-x}$ is absorbed by using the next power in `Decays`. `neg_sq_le_level` assumes $E<-s^2$ and squeezes the monotone product $wu$ between its two zero limits. `isLeast_levels` adds the decay of $g$: at the wall $e^{-e^{-x}}$ beats every power of $e^{-x}$, and at large $x$ the factor $e^{-sx}$ suffices.

`levels_pred` proves the two inclusions with the two steps, using the composites to exclude zero functions. `vibNumber_shift` writes the set of levels below $E$ on $V_s$ as the corresponding set for $V_{s-1}$ with $-s^2$ inserted, and counts.

**At $s=0$ the lowest-level statement fails.** The curve $V_0=e^{-2x}-e^{-x}$ still has a well, of depth $1/4$, but $-s^2=0$ is not a bound level. For a bound state at $E=0$ we would have $(wu)'=w^2\ge0$, hence $w=0$ and $u=c\,e^{-e^{-x}}$. This tends to $c$ at large $x$, so $c=0$ and $u=0$. The condition $s>0$ in `isLeast_levels` therefore cannot be relaxed to $s\ge0$.
